# The classical RRK rate, averaged over thermal energies, is the Arrhenius law

**Q:** What exactly are the rate and the distribution here?

**A:** A molecule has $s\ge 1$ classical harmonic oscillators, total energy $E$ and threshold $E_0\ge 0$. With $\beta=1/(k_BT)>0$,

$$k(E)=\nu\left(1-\frac{E_0}{E}\right)^{s-1},\qquad P(E)=\frac{\beta^sE^{s-1}e^{-\beta E}}{(s-1)!}.$$

This formula for $k(E)$ is used for $E>E_0$, where reaction requires one chosen oscillator to hold at least $E_0$ of the total, and the bracketed power is the probability of this when all divisions of the energy among the oscillators are equally likely; below threshold the rate is zero. The constant $\nu>0$ is postulated: it stands for how often energy is redistributed among the oscillators. In Lean these are `rrkRate` and `thermalDensity`, functions of real energies with a natural number `s`.

```lean
import Mathlib

open MeasureTheory Set

namespace ClassicalRRK

noncomputable section

/-- The classical RRK rate constant of a molecule with `s` oscillators at energy `E`,
with frequency factor `ν` and threshold `E0`; it is used for `E > E0`. -/
def rrkRate (ν E0 : ℝ) (s : ℕ) (E : ℝ) : ℝ := ν * (1 - E0 / E) ^ (s - 1)

/-- The thermal probability density of the total energy `E` of `s` classical harmonic oscillators at
inverse temperature `β`; it is used for `s ≥ 1` and `E > 0`. -/
def thermalDensity (s : ℕ) (β E : ℝ) : ℝ :=
  β ^ s * E ^ (s - 1) * Real.exp (-(β * E)) / (Nat.factorial (s - 1) : ℝ)
```

**Q:** Are you averaging over all molecules, or only over those above threshold?

**A:** Over all of them. $P$ is normalized on $E>0$, and molecules below $E_0$ contribute no rate, so the integral runs over `Ioi E0`, the energies $E>E_0$. The alternative is to average over energized molecules only. That divides by the fraction above threshold and changes the answer to $\nu/\sum_{j<s}(\beta E_0)^j/j!$, which is not the Arrhenius law when $E_0>0$.

**Q:** How does the exponential come out exactly, with no high-barrier approximation?

**A:** Put $n=s-1$ and $x=E-E_0$. Since $1-E_0/E=x/E$, the density of states cancels the denominator:

$$k(E)P(E)=\nu\frac{x^n}{E^n}\,\frac{\beta^{n+1}E^ne^{-\beta(x+E_0)}}{n!}
=\frac{\nu\beta^{n+1}e^{-\beta E_0}}{n!}\,x^ne^{-\beta x}.$$

Substituting $u=\beta x$ in the Gamma integral gives

$$\int_0^\infty x^ne^{-\beta x}\,dx=\frac{n!}{\beta^{n+1}},$$

so the average is $\nu e^{-\beta E_0}$.

The first four lemmas follow this route. `boltzmann_moment` is the Gamma integral, `boltzmann_integrable` its convergence, `integral_excess` the shift to $x$, and `rate_mul_density` the cancellation.

```lean
/-- The moments of the Boltzmann factor on the positive energy axis. -/
theorem boltzmann_moment (n : ℕ) {β : ℝ} (hβ : 0 < β) :
    ∫ x in Ioi (0 : ℝ), x ^ n * Real.exp (-(β * x))
      = (Nat.factorial n : ℝ) / β ^ (n + 1) := by
  have h := Real.integral_rpow_mul_exp_neg_mul_Ioi (a := (n : ℝ) + 1) (r := β)
    (by positivity) hβ
  have e : (1 / β) ^ ((n : ℝ) + 1) = (1 / β) ^ (n + 1) := by
    exact_mod_cast Real.rpow_natCast (1 / β) (n + 1)
  rw [Real.Gamma_nat_eq_factorial, e] at h
  simp only [add_sub_cancel_right, Real.rpow_natCast] at h
  rw [h, one_div_pow]
  ring

/-- Every natural-number power of the energy times the Boltzmann factor is integrable on the
positive energy axis. -/
theorem boltzmann_integrable (n : ℕ) {β : ℝ} (hβ : 0 < β) :
    IntegrableOn (fun x : ℝ => x ^ n * Real.exp (-(β * x))) (Ioi 0) := by
  by_contra h
  have h0 := (boltzmann_moment n hβ).symm.trans (integral_undef h)
  have hp : 0 < (Nat.factorial n : ℝ) / β ^ (n + 1) := by positivity
  exact hp.ne' h0

/-- An integral over energies above a threshold `a` is an integral over the excess energy. -/
theorem integral_excess (f : ℝ → ℝ) (a : ℝ) :
    ∫ E in Ioi a, f E = ∫ x in Ioi (0 : ℝ), f (x + a) := by
  rw [← integral_indicator measurableSet_Ioi, ← integral_indicator measurableSet_Ioi]
  refine (integral_add_right_eq_self (fun x => (Ioi a).indicator f x) a).symm.trans ?_
  congr 1
  ext x
  simp [Set.indicator]

/-- At excess energy `x` above threshold, rate times thermal density is a constant times
`x ^ n * exp (-β x)`, for `n + 1` oscillators. -/
theorem rate_mul_density (n : ℕ) (ν β : ℝ) {E0 x : ℝ} (hE : 0 ≤ E0) (hx : 0 < x) :
    rrkRate ν E0 (n + 1) (x + E0) * thermalDensity (n + 1) β (x + E0)
      = (ν * β ^ (n + 1) * Real.exp (-(β * E0)) / (Nat.factorial n : ℝ))
        * (x ^ n * Real.exp (-(β * x))) := by
  have hne : x + E0 ≠ 0 := by positivity
  have h1 : (1 - E0 / (x + E0)) * (x + E0) = x := by
    rw [sub_mul, div_mul_cancel₀ _ hne]
    ring
  -- the density of states cancels the denominator of the RRK rate
  have hp : (1 - E0 / (x + E0)) ^ n * (x + E0) ^ n = x ^ n := by
    rw [← mul_pow, h1]
  have hexp : Real.exp (-(β * (x + E0)))
      = Real.exp (-(β * E0)) * Real.exp (-(β * x)) := by
    rw [← Real.exp_add]
    congr 1
    ring
  unfold rrkRate thermalDensity
  simp only [Nat.add_sub_cancel]
  rw [hexp, ← hp]
  generalize (1 - E0 / (x + E0)) ^ n = A
  generalize (x + E0) ^ n = B
  ring
```

**Q:** Does the theorem establish convergence, or just an equation between symbols?

**A:** Both parts are in `rrk_average_eq_arrhenius`: `IntegrableOn` says that the integral converges, and the equation gives its value. The `calc` block shifts the energy, inserts the cancellation and evaluates the moment. Convergence then follows by contradiction: Lean gives a non-integrable function the integral zero, whereas the value found is positive.

```lean
/-- **Arrhenius law from classical RRK theory.** The integral of the RRK rate times the thermal
density of all molecules, taken over energies above threshold, converges and equals `ν exp (-β E0)`.
-/
theorem rrk_average_eq_arrhenius {s : ℕ} (hs : 1 ≤ s) {ν β E0 : ℝ}
    (hν : 0 < ν) (hβ : 0 < β) (hE : 0 ≤ E0) :
    IntegrableOn (fun E => rrkRate ν E0 s E * thermalDensity s β E) (Ioi E0) ∧
    ∫ E in Ioi E0, rrkRate ν E0 s E * thermalDensity s β E
      = ν * Real.exp (-(β * E0)) := by
  obtain ⟨n, rfl⟩ : ∃ n, s = n + 1 := ⟨s - 1, by omega⟩
  have hval : ∫ E in Ioi E0, rrkRate ν E0 (n + 1) E * thermalDensity (n + 1) β E
      = ν * Real.exp (-(β * E0)) := by
    calc _ = ∫ x in Ioi (0 : ℝ),
          rrkRate ν E0 (n + 1) (x + E0) * thermalDensity (n + 1) β (x + E0) :=
          integral_excess (fun E => rrkRate ν E0 (n + 1) E * thermalDensity (n + 1) β E) E0
      _ = ∫ x in Ioi (0 : ℝ),
          (ν * β ^ (n + 1) * Real.exp (-(β * E0)) / (Nat.factorial n : ℝ))
            * (x ^ n * Real.exp (-(β * x))) :=
          setIntegral_congr_fun measurableSet_Ioi
            (fun x hx => rate_mul_density n ν β hE hx)
      _ = _ := by
          rw [integral_const_mul, boltzmann_moment n hβ]
          field_simp
  refine ⟨?_, hval⟩
  -- a divergent integral would have the value zero, but the rate is positive
  by_contra h
  have hp : 0 < ν * Real.exp (-(β * E0)) := by positivity
  exact hp.ne' (hval.symm.trans (integral_undef h))
```

**Q:** What breaks if I drop $\beta>0$?

**A:** Take $s=1$ and $\beta=0$. The density vanishes identically, so the integral is $0$, while the right-hand side is $\nu$.

**Q:** Is $E_0$ also an activation energy in the sense of an energy difference?

**A:** Yes, for this model. The mean energy of all molecules is

$$\int_0^\infty E\,P(E)\,dE=\frac{\beta^{n+1}}{n!}\,\frac{(n+1)!}{\beta^{n+2}}=\frac{s}{\beta}.$$

For reacting molecules, weight by $k(E)P(E)$ and write $E=x+E_0$. The two moments give

$$\int_{E_0}^\infty E\,k(E)P(E)\,dE=\nu e^{-\beta E_0}\left(E_0+\frac{s}{\beta}\right).$$

Dividing by the average rate and subtracting $s/\beta$ leaves $E_0$. The Lean proof makes the same split and integrates the two terms separately.

```lean
/-- The mean thermal energy of `s` classical harmonic oscillators is `s / β`. -/
theorem mean_energy {s : ℕ} (hs : 1 ≤ s) {β : ℝ} (hβ : 0 < β) :
    ∫ E in Ioi (0 : ℝ), E * thermalDensity s β E = s / β := by
  obtain ⟨n, rfl⟩ : ∃ n, s = n + 1 := ⟨s - 1, by omega⟩
  calc _ = ∫ x in Ioi (0 : ℝ), (β ^ (n + 1) / (Nat.factorial n : ℝ))
          * (x ^ (n + 1) * Real.exp (-(β * x))) := by
        congr 1
        ext x
        simp only [thermalDensity, Nat.add_sub_cancel]
        ring
    _ = _ := by
        rw [integral_const_mul, boltzmann_moment (n + 1) hβ, Nat.factorial_succ]
        push_cast
        field_simp
        ring

/-- The mean energy of the reacting molecules minus the mean energy of all molecules
is the threshold energy `E0`. -/
theorem reacting_energy_sub_mean_energy {s : ℕ} (hs : 1 ≤ s) {ν β E0 : ℝ}
    (hν : 0 < ν) (hβ : 0 < β) (hE : 0 ≤ E0) :
    (∫ E in Ioi E0, E * (rrkRate ν E0 s E * thermalDensity s β E))
        / (∫ E in Ioi E0, rrkRate ν E0 s E * thermalDensity s β E)
      - ∫ E in Ioi (0 : ℝ), E * thermalDensity s β E = E0 := by
  rw [(rrk_average_eq_arrhenius hs hν hβ hE).2, mean_energy hs hβ]
  obtain ⟨n, rfl⟩ : ∃ n, s = n + 1 := ⟨s - 1, by omega⟩
  have hnum : ∫ E in Ioi E0, E * (rrkRate ν E0 (n + 1) E * thermalDensity (n + 1) β E)
      = ν * Real.exp (-(β * E0)) * (E0 + ((n + 1 : ℕ) : ℝ) / β) := by
    rw [integral_excess
      (fun E => E * (rrkRate ν E0 (n + 1) E * thermalDensity (n + 1) β E)) E0]
    let c : ℝ := ν * β ^ (n + 1) * Real.exp (-(β * E0)) / (Nat.factorial n : ℝ)
    -- split the energy into excess energy and threshold
    calc _ = ∫ x in Ioi (0 : ℝ), (c * (x ^ (n + 1) * Real.exp (-(β * x)))
            + (c * E0) * (x ^ n * Real.exp (-(β * x)))) := by
          refine setIntegral_congr_fun measurableSet_Ioi (fun x hx => ?_)

          rw [rate_mul_density n ν β hE hx]
          ring
      _ = _ := by
          rw [integral_add (Integrable.const_mul (boltzmann_integrable (n + 1) hβ) _)
            (Integrable.const_mul (boltzmann_integrable n hβ) _),
            integral_const_mul, integral_const_mul, boltzmann_moment (n + 1) hβ,
            boltzmann_moment n hβ, Nat.factorial_succ]
          simp only [c]
          push_cast
          field_simp
          ring
  have hp : ν * Real.exp (-(β * E0)) ≠ 0 := by positivity
  rw [hnum, mul_div_cancel_left₀ _ hp]
  ring
```

**Q:** Then isn't $e^{-\beta E_0}$ simply the fraction of molecules above threshold?

**A:** Only for $s=1$ or $E_0=0$. Expanding $(x+E_0)^n$ binomially and integrating term by term, the $j$-th term is

$$e^{-\beta E_0}\frac{\beta^{n+1}}{n!}\binom nj E_0^j\frac{(n-j)!}{\beta^{n-j+1}}
=e^{-\beta E_0}\frac{(\beta E_0)^j}{j!}.$$

Summing over $j=0,\dots,s-1$ gives the fraction. For $s\ge2$ and $E_0>0$ it exceeds the Boltzmann factor; the RRK rate compensates, because molecules just above threshold react slowly. At $E_0=0$ only the $j=0$ term survives, which proves normalization.

```lean
/-- For any real `E0`, the integral of `thermalDensity` over `E > E0` is `exp (-β E0)` times a
polynomial in `β E0` of degree `s - 1`. For `E0 ≥ 0` this integral is the thermal fraction of
molecules with energy above `E0`. -/
theorem fraction_above_threshold {s : ℕ} (hs : 1 ≤ s) {β : ℝ} (hβ : 0 < β) (E0 : ℝ) :
    ∫ E in Ioi E0, thermalDensity s β E
      = Real.exp (-(β * E0))
        * ∑ j ∈ Finset.range s, (β * E0) ^ j / (Nat.factorial j : ℝ) := by
  obtain ⟨n, rfl⟩ : ∃ n, s = n + 1 := ⟨s - 1, by omega⟩
  let c : ℕ → ℝ := fun j => Real.exp (-(β * E0)) *
    (β ^ (n + 1) * E0 ^ j * (n.choose j : ℝ) / (Nat.factorial n : ℝ))
  rw [integral_excess (thermalDensity (n + 1) β) E0]
  -- binomial expansion of the density of states about the threshold
  calc _ = ∫ x in Ioi (0 : ℝ), ∑ j ∈ Finset.range (n + 1),
          c j * (x ^ (n - j) * Real.exp (-(β * x))) := by
        congr 1
        ext x
        have hexp : Real.exp (-(β * (x + E0)))
            = Real.exp (-(β * E0)) * Real.exp (-(β * x)) := by
          rw [← Real.exp_add]
          congr 1
          ring
        simp only [thermalDensity, Nat.add_sub_cancel]
        rw [hexp, add_comm x E0, add_pow, Finset.mul_sum, Finset.sum_mul, Finset.sum_div]
        refine Finset.sum_congr rfl (fun j _ => ?_)
        simp only [c]
        ring
    _ = _ := by
        rw [integral_finsetSum _ (fun j _ =>
          Integrable.const_mul (boltzmann_integrable (n - j) hβ) (c j)), Finset.mul_sum]
        refine Finset.sum_congr rfl (fun j hj => ?_)
        have hjn : j ≤ n := Nat.lt_succ_iff.mp (Finset.mem_range.mp hj)
        have hc : (n.choose j : ℝ) * (Nat.factorial j : ℝ) * (Nat.factorial (n - j) : ℝ)
            = (Nat.factorial n : ℝ) := by
          exact_mod_cast Nat.choose_mul_factorial_mul_factorial hjn
        have hch : (n.choose j : ℝ) ≠ 0 := by
          exact_mod_cast (Nat.choose_pos hjn).ne'
        have hb : β ^ (n + 1) = β ^ j * β ^ (n - j + 1) := by
          rw [← pow_add]
          congr 1
          omega
        rw [integral_const_mul, boltzmann_moment (n - j) hβ]
        simp only [c]
        rw [hb, ← hc, mul_pow]
        field_simp

/-- The thermal energy density is normalized on the positive energy axis. -/
theorem thermalDensity_normalized {s : ℕ} (hs : 1 ≤ s) {β : ℝ} (hβ : 0 < β) :
    ∫ E in Ioi (0 : ℝ), thermalDensity s β E = 1 := by
  obtain ⟨n, rfl⟩ : ∃ n, s = n + 1 := ⟨s - 1, by omega⟩
  rw [fraction_above_threshold hs hβ 0, Finset.sum_range_succ']
  simp

end

end ClassicalRRK
```

```lean
#print axioms ClassicalRRK.rrk_average_eq_arrhenius
-- 'ClassicalRRK.rrk_average_eq_arrhenius' depends on axioms: [propext, Classical.choice, Quot.sound]
#print axioms ClassicalRRK.reacting_energy_sub_mean_energy
-- 'ClassicalRRK.reacting_energy_sub_mean_energy' depends on axioms: [propext, Classical.choice, Quot.sound]
#print axioms ClassicalRRK.thermalDensity_normalized
-- 'ClassicalRRK.thermalDensity_normalized' depends on axioms: [propext, Classical.choice, Quot.sound]
```

**Q:** What physics is assumed, and where would I use the result?

**A:** Both $k(E)$ and $P(E)$ are inputs, not derived from dynamics. Quantized vibrations, anharmonicity and the depletion of energized molecules at low pressure are absent. Within this classical harmonic model with a maintained thermal population, the result gives an exact check for a numerical code that averages energy-resolved rates, including one whose barrier comes from an electronic-structure calculation.
